# A nearest-neighbour chain with one orbital per site and a real periodic potential has a nonzero bounded solution at real energy $E$ exactly when its cell transfer matrix satisfies $|\mathrm{trace}|\le 2$

## The chain and its transfer matrices

Let $V:\mathbb Z\to\mathbb R$ satisfy $V(j+L)=V(j)$ with $L\ge1$, and let $E$ be real. The amplitudes $\psi(j)\in\mathbb C$ obey

$$\psi(j+1)+\psi(j-1)+V(j)\psi(j)=E\psi(j)\qquad(j\in\mathbb Z).$$

This is a tight-binding chain with one orbital per site. The hopping amplitude between neighbours is $+1$, which sets the energy unit and the sign convention. Solving for $\psi(j+1)$ gives

$$\begin{pmatrix}\psi(j+1)\\ \psi(j)\end{pmatrix}=S_j\begin{pmatrix}\psi(j)\\ \psi(j-1)\end{pmatrix},\qquad S_j=\begin{pmatrix}E-V(j)&-1\\1&0\end{pmatrix}.$$

The cell matrix is $T=S_{L-1}\cdots S_0$, with later sites to the left, and $\tau=\operatorname{tr}T$. Since $\det S_j=1$, also $\det T=1$.

## The band condition and its Lean form

A nonzero bounded solution exists if and only if $|\tau|\le2$. For this non-interacting, nearest-neighbour model, one $2\times2$ trace therefore decides whether an energy lies in a band or outside all bands.

In Lean, `IsSolution V E ψ` is the chain equation at every integer site, and `InBand V E` says that some `ψ ≠ 0` solves it with `‖ψ j‖ ≤ C` for all `j`. The matrices $S_j$ and $T$ are `step V E j` and `transfer V E L`. Periodicity is `Function.Periodic V (L : ℤ)`, where `L` need not be the shortest period. The theorem is `inBand_iff_abs_trace_le_two`.

"Band" here means that a nonzero bounded solution exists; the spectrum of a Hamiltonian operator does not enter. The chain is infinite, so no Born–von Karman ring selects discrete phases. At $|\tau|=2$ the theorem supplies one nonzero bounded solution, not boundedness of all solutions.

## From one cell to the bands

**Cell recurrence.** Put $u_m=(\psi(mL),\psi(mL-1))^{\mathsf T}$. Then $u_1=Tu_0$. The translate $\psi(j-L)$ is also a solution, so $u_0=Tu_{-1}$. Because $\det T=1$, the Cayley–Hamilton identity reads $T+T^{-1}=\tau\,\mathbb 1$, and hence $u_1+u_{-1}=\tau u_0$. The function

$$D(j)=\psi(j+L)+\psi(j-L)-\tau\psi(j)$$

therefore vanishes at sites $0$ and $-1$. It is a linear combination of solutions, hence a solution, and the chain equation carries two neighbouring zeros to every site in both directions. So $D=0$ everywhere:

$$\psi(j+L)+\psi(j-L)=\tau\psi(j).$$

**Dispersion relation.** For real $\theta$, a nonzero solution with $\psi(j+L)=e^{i\theta}\psi(j)$ exists if and only if $\tau=2\cos\theta$. Given such a solution, the recurrence at a site where $\psi(j)\ne0$ gives $\tau=e^{i\theta}+e^{-i\theta}$.

Conversely, let $\tau=2\cos\theta$. Start from $\varphi(0)=0$, $\varphi(1)=1$ and solve the chain equation in both directions. Set $\chi(j)=\varphi(j+L)-e^{-i\theta}\varphi(j)$, which is again a solution. The recurrence gives

$$\chi(j+L)=(\tau-e^{-i\theta})\varphi(j+L)-\varphi(j)=e^{i\theta}\chi(j).$$

If $\chi\neq0$, it is the required solution. If $\chi=0$, then $\varphi$ has phase $e^{-i\theta}$ per cell, and $\overline\varphi$ has phase $e^{i\theta}$; it solves the same equation because $V$ and $E$ are real.

**Outside the bands.** Let $|\tau|>2$ and $|\psi(j)|\le C$ for all $j$. The recurrence gives $|\tau||\psi(j)|\le2C$. Repeating the estimate with each improved bound gives $|\psi(j)|\le C(2/|\tau|)^k$ for every $k$, so $\psi=0$.

**Bands.** If $|\tau|\le2$, take $\theta=\arccos(\tau/2)$. The corresponding Bloch solution has $|\psi(j+L)|=|\psi(j)|$, so its values on one cell bound it everywhere.

## One site and two sites per cell

For $L=1$ the potential is a constant $V(0)$ and $\tau=E-V(0)$. The band is $|E-V(0)|\le2$, with $E=V(0)+2\cos\theta$.

For $L=2$, multiplication gives $\tau=(E-V(0))(E-V(1))-2$, so the condition is

$$0\le(E-V(0))(E-V(1))\le4.$$

Take $V(0)=1$ and $V(1)=-1$. Then $1\le E^2\le5$, and the bands are $[-\sqrt5,-1]$ and $[1,\sqrt5]$. At $E=2$,

$$T=\begin{pmatrix}3&-1\\1&0\end{pmatrix}\begin{pmatrix}1&-1\\1&0\end{pmatrix}=\begin{pmatrix}2&-3\\1&-1\end{pmatrix},$$

so $\tau=1$ and $\theta=\pi/3$ is a Bloch phase. At $E=0$, $\tau=-3$, so this energy lies in the gap between the two bands.

## The Lean file

```lean
import Mathlib

open ComplexConjugate

namespace PeriodicChainBands

noncomputable section

/-- The chain equation `ψ(j+1) + ψ(j-1) + V(j) ψ(j) = E ψ(j)` at every site of the
infinite chain. -/
def IsSolution (V : ℤ → ℝ) (E : ℝ) (ψ : ℤ → ℂ) : Prop :=
  ∀ j : ℤ, ψ (j + 1) + ψ (j - 1) + (V j : ℂ) * ψ j = (E : ℂ) * ψ j

/-- The energy `E` admits a nonzero bounded solution of the chain equation. -/
def InBand (V : ℤ → ℝ) (E : ℝ) : Prop :=
  ∃ ψ : ℤ → ℂ, ψ ≠ 0 ∧ (∃ C : ℝ, ∀ j, ‖ψ j‖ ≤ C) ∧ IsSolution V E ψ

/-- The one-step transfer matrix at site `j`, which for a solution `ψ` takes `(ψ(j), ψ(j-1))` to
`(ψ(j+1), ψ(j))`. -/
def step (V : ℤ → ℝ) (E : ℝ) (j : ℤ) : Matrix (Fin 2) (Fin 2) ℝ :=
  !![E - V j, -1; 1, 0]

/-- The ordered product of the one-step transfer matrices of the sites `0, …, n-1`. -/
def transfer (V : ℤ → ℝ) (E : ℝ) : ℕ → Matrix (Fin 2) (Fin 2) ℝ
  | 0 => 1
  | n + 1 => step V E n * transfer V E n

/-- The solution on the half-line `0, 1, 2, …` that starts with the values `0` and `1`. -/
def halfLine (W : ℤ → ℝ) (E : ℝ) : ℕ → ℂ
  | 0 => 0
  | 1 => 1
  | n + 2 => ((E : ℂ) - (W ((n : ℤ) + 1) : ℂ)) * halfLine W E (n + 1) - halfLine W E n

variable {V : ℤ → ℝ} {E : ℝ} {ψ : ℤ → ℂ} {L : ℕ}

/-- The transfer matrix carries the amplitudes of a solution at sites `0` and `-1` to those at sites
`n` and `n-1`. -/
theorem transfer_apply (h : IsSolution V E ψ) (n : ℕ) :
    ψ n = (transfer V E n 0 0 : ℂ) * ψ 0 + (transfer V E n 0 1 : ℂ) * ψ (-1) ∧
    ψ ((n : ℤ) - 1) =
      (transfer V E n 1 0 : ℂ) * ψ 0 + (transfer V E n 1 1 : ℂ) * ψ (-1) := by
  induction n with
  | zero => simp [transfer]
  | succ n ih =>
    have r0 : ∀ k, transfer V E (n + 1) 0 k =
        (E - V n) * transfer V E n 0 k - transfer V E n 1 k := by
      intro k
      simp [transfer, step, Matrix.mul_apply, Fin.sum_univ_two]
      ring
    have r1 : ∀ k, transfer V E (n + 1) 1 k = transfer V E n 0 k := by
      intro k
      simp [transfer, step, Matrix.mul_apply, Fin.sum_univ_two]
    have e := h n
    constructor
    · rw [r0, r0]
      push_cast
      linear_combination e + ((E : ℂ) - (V n : ℂ)) * ih.1 - ih.2
    · rw [r1, r1, show ((n + 1 : ℕ) : ℤ) - 1 = n by omega]
      exact ih.1

/-- Every transfer matrix has determinant one. -/
theorem transfer_det (V : ℤ → ℝ) (E : ℝ) (n : ℕ) : (transfer V E n).det = 1 := by
  induction n with
  | zero => simp [transfer]
  | succ n ih =>
    rw [transfer, Matrix.det_mul, ih, mul_one]
    simp [step, Matrix.det_fin_two]

/-- A solution that vanishes at the neighbouring sites `0` and `-1` vanishes everywhere. -/
theorem solution_eq_zero (h : IsSolution V E ψ) (h0 : ψ 0 = 0) (h1 : ψ (-1) = 0) :
    ∀ j, ψ j = 0 := by
  have up : ∀ k : ℤ, (ψ k = 0 ∧ ψ (k - 1) = 0) → ψ (k + 1) = 0 ∧ ψ (k + 1 - 1) = 0 := by
    intro k hk
    have e := h k
    rw [hk.1, hk.2] at e
    exact ⟨by simpa using e, by simpa using hk.1⟩
  have down : ∀ k : ℤ, (ψ k = 0 ∧ ψ (k - 1) = 0) → ψ (k - 1) = 0 ∧ ψ (k - 1 - 1) = 0 := by
    intro k hk
    have e := h (k - 1)
    rw [sub_add_cancel, hk.1, hk.2] at e
    exact ⟨hk.2, by simpa using e⟩
  have all : ∀ j : ℤ, ψ j = 0 ∧ ψ (j - 1) = 0 := by
    intro j
    refine Int.induction_on j ?_ ?_ ?_
    · exact ⟨h0, by simpa using h1⟩
    · exact fun n ih => up _ ih
    · exact fun n ih => down _ ih
  exact fun j => (all j).1

/-- Translating a solution by a period of the potential gives a solution. -/
theorem shift (h : IsSolution V E ψ) {m : ℤ} (hm : Function.Periodic V m) (j : ℤ) :
    ψ (j + 1 + m) + ψ (j - 1 + m) + (V j : ℂ) * ψ (j + m) = (E : ℂ) * ψ (j + m) := by
  have e := h (j + m)
  rw [hm j, show j + m + 1 = j + 1 + m by ring, show j + m - 1 = j - 1 + m by ring] at e
  exact e

/-- In an `L`-periodic potential the amplitudes of a solution one cell to the right and one cell to
the left of any site add up to the trace of the cell's transfer matrix times the amplitude there. -/
theorem cell_recurrence (hV : Function.Periodic V (L : ℤ)) (h : IsSolution V E ψ) (j : ℤ) :
    ψ (j + L) + ψ (j - L) = (((transfer V E L).trace : ℝ) : ℂ) * ψ j := by
  have hV' : Function.Periodic V (-(L : ℤ)) := by
    intro i
    have e := hV (i + -(L : ℤ))
    rw [show i + -(L : ℤ) + L = i by ring] at e
    exact e.symm
  have hs : IsSolution V E (fun i => ψ (i + -(L : ℤ))) := shift h hV'
  have ht : (((transfer V E L).trace : ℝ) : ℂ) =
      (transfer V E L 0 0 : ℂ) + (transfer V E L 1 1 : ℂ) := by
    simp [Matrix.trace_fin_two]
  have hd : (transfer V E L 0 0 : ℂ) * (transfer V E L 1 1 : ℂ) -
      (transfer V E L 0 1 : ℂ) * (transfer V E L 1 0 : ℂ) = 1 := by
    have e := transfer_det V E L
    rw [Matrix.det_fin_two] at e
    exact_mod_cast e
  obtain ⟨a1, a2⟩ := transfer_apply h L
  have b1 : ψ ((L : ℤ) + -(L : ℤ)) = (transfer V E L 0 0 : ℂ) * ψ (0 + -(L : ℤ)) +
      (transfer V E L 0 1 : ℂ) * ψ (-1 + -(L : ℤ)) := (transfer_apply hs L).1
  have b2 : ψ ((L : ℤ) - 1 + -(L : ℤ)) = (transfer V E L 1 0 : ℂ) * ψ (0 + -(L : ℤ)) +
      (transfer V E L 1 1 : ℂ) * ψ (-1 + -(L : ℤ)) := (transfer_apply hs L).2
  rw [show (L : ℤ) + -(L : ℤ) = 0 by ring] at b1
  rw [show (L : ℤ) - 1 + -(L : ℤ) = -1 by ring] at b2
  -- the defect of the claimed identity is a solution that vanishes at sites 0 and -1
  have h0 : ψ (0 + (L : ℤ)) + ψ (0 + -(L : ℤ)) -
      (((transfer V E L).trace : ℝ) : ℂ) * ψ 0 = 0 := by
    rw [ht, zero_add (L : ℤ)]
    linear_combination a1 + (transfer V E L 0 1 : ℂ) * b2 -
      (transfer V E L 1 1 : ℂ) * b1 - ψ (0 + -(L : ℤ)) * hd
  have h1 : ψ (-1 + (L : ℤ)) + ψ (-1 + -(L : ℤ)) -
      (((transfer V E L).trace : ℝ) : ℂ) * ψ (-1) = 0 := by
    rw [ht, show -1 + (L : ℤ) = L - 1 by ring]
    linear_combination a2 + (transfer V E L 1 0 : ℂ) * b1 -
      (transfer V E L 0 0 : ℂ) * b2 - ψ (-1 + -(L : ℤ)) * hd
  have hsol : IsSolution V E (fun i => ψ (i + (L : ℤ)) + ψ (i + -(L : ℤ)) -
      (((transfer V E L).trace : ℝ) : ℂ) * ψ i) := by
    simp only [IsSolution]
    intro i
    linear_combination shift h hV i + shift h hV' i -
      (((transfer V E L).trace : ℝ) : ℂ) * h i
  have hz : ψ (j + (L : ℤ)) + ψ (j + -(L : ℤ)) -
      (((transfer V E L).trace : ℝ) : ℂ) * ψ j = 0 := solution_eq_zero hsol h0 h1 j
  rw [sub_eq_add_neg j]
  linear_combination hz

/-- For every real potential and every real energy the chain equation has a nonzero
solution, bounded or not. -/
theorem exists_solution (V : ℤ → ℝ) (E : ℝ) : ∃ φ : ℤ → ℂ, φ ≠ 0 ∧ IsSolution V E φ := by
  have frec : ∀ (W : ℤ → ℝ) (n : ℕ), halfLine W E (n + 2) =
      ((E : ℂ) - (W ((n : ℤ) + 1) : ℂ)) * halfLine W E (n + 1) - halfLine W E n :=
    fun _ _ => rfl
  -- glue the half-line solutions of the potential and of its mirror image
  obtain ⟨φ, hp, hm⟩ : ∃ φ : ℤ → ℂ, (∀ n : ℕ, φ n = halfLine V E n) ∧
      ∀ n : ℕ, φ (-(n : ℤ)) = -halfLine (fun k => V (-k)) E n := by
    refine ⟨fun j => if 0 ≤ j then halfLine V E j.toNat
      else -halfLine (fun k => V (-k)) E (-j).toNat, fun n => by simp, fun n => ?_⟩
    rcases n with _ | n
    · simp [halfLine]
    · have h1 : ¬ (0 : ℤ) ≤ -((n + 1 : ℕ) : ℤ) := by omega
      have h2 : (-(-((n + 1 : ℕ) : ℤ))).toNat = n + 1 := by omega
      simp only [h1, h2, if_false]
  have p0 : φ 0 = 0 := by simpa [halfLine] using hp 0
  have p1 : φ 1 = 1 := by simpa [halfLine] using hp 1
  have m1 : φ (-1) = -1 := by simpa [halfLine] using hm 1
  refine ⟨φ, fun hz => by simp [hz] at p1, fun j => ?_⟩
  obtain ⟨n, rfl | rfl⟩ := j.eq_nat_or_neg
  · rcases n with _ | n
    · simp [p0, p1, m1]
    · rw [show ((n + 1 : ℕ) : ℤ) + 1 = ((n + 2 : ℕ) : ℤ) by omega,
        show ((n + 1 : ℕ) : ℤ) - 1 = (n : ℤ) by omega, hp (n + 2), hp n, hp (n + 1), frec]
      push_cast
      ring
  · rcases n with _ | n
    · simp [p0, p1, m1]
    · rw [show -((n + 1 : ℕ) : ℤ) + 1 = -(n : ℤ) by omega,
        show -((n + 1 : ℕ) : ℤ) - 1 = -((n + 2 : ℕ) : ℤ) by omega,
        hm (n + 2), hm n, hm (n + 1), frec]
      push_cast
      ring

/-- Dispersion relation: in an `L`-periodic potential a nonzero solution that gains the
phase `θ` per cell exists exactly when the trace of the cell's transfer matrix is `2 cos θ`. -/
theorem bloch_dispersion (hV : Function.Periodic V (L : ℤ)) (θ : ℝ) :
    (∃ ψ : ℤ → ℂ, ψ ≠ 0 ∧ IsSolution V E ψ ∧
      ∀ j : ℤ, ψ (j + L) = Complex.exp (θ * Complex.I) * ψ j) ↔
    (transfer V E L).trace = 2 * Real.cos θ := by
  obtain ⟨ν, hμν, hs, hstar⟩ : ∃ ν : ℂ, Complex.exp (θ * Complex.I) * ν = 1 ∧
      Complex.exp (θ * Complex.I) + ν = ((2 * Real.cos θ : ℝ) : ℂ) ∧
      conj ν = Complex.exp (θ * Complex.I) := by
    refine ⟨Complex.exp (-(θ : ℂ) * Complex.I), ?_, ?_, ?_⟩
    · rw [← Complex.exp_add, show (θ : ℂ) * Complex.I + -(θ : ℂ) * Complex.I = 0 by ring,
        Complex.exp_zero]
    · push_cast
      rw [Complex.cos]
      ring
    · rw [← Complex.exp_conj]
      congr 1
      simp
  constructor
  · rintro ⟨ψ, h0, h, hb⟩
    obtain ⟨j, hj⟩ := Function.ne_iff.mp h0
    have d := cell_recurrence hV h j
    have b := hb (j - L)
    rw [sub_add_cancel] at b
    have e : (((transfer V E L).trace : ℝ) : ℂ) = ((2 * Real.cos θ : ℝ) : ℂ) :=
      mul_right_cancel₀ hj (by
        linear_combination -d + hb j - ν * b - ψ (j - L) * hμν + ψ j * hs)
    exact Complex.ofReal_injective e
  · intro ht
    obtain ⟨φ, h0, h⟩ := exists_solution V E
    by_cases hc : ∀ j : ℤ, φ (j + L) = ν * φ j
    · -- a solution with the opposite phase is conjugated
      refine ⟨fun j => conj (φ j), fun hz => h0 (funext fun j => ?_), fun j => ?_,
        fun j => ?_⟩
      · simpa using congrFun hz j
      · have e := congrArg conj (h j)
        simpa only [map_add, map_mul, Complex.conj_ofReal] using e
      · change conj (φ (j + L)) = Complex.exp (θ * Complex.I) * conj (φ j)
        rw [hc j, map_mul, hstar]
    · -- otherwise the difference `φ (j + L) - ν * φ j` is a nonzero solution with phase `θ`
      obtain ⟨k, hk⟩ := not_forall.mp hc
      refine ⟨fun j => φ (j + L) - ν * φ j,
        fun hz => hk (sub_eq_zero.mp (congrFun hz k)), ?_, fun j => ?_⟩
      · simp only [IsSolution]
        intro j
        linear_combination shift h hV j - ν * h j
      · change φ (j + L + L) - ν * φ (j + L) =
          Complex.exp (θ * Complex.I) * (φ (j + L) - ν * φ j)
        have d := cell_recurrence hV h (j + L)
        rw [add_sub_cancel_right, ht] at d
        linear_combination d - φ (j + L) * hs + φ j * hμν

/-- Band condition: for a real potential of period `L ≥ 1` and real `E`, a nonzero bounded
solution exists exactly when the product of the `L` one-step transfer matrices has a trace
of absolute value at most two. -/
theorem inBand_iff_abs_trace_le_two (hL : 1 ≤ L) (hV : Function.Periodic V (L : ℤ)) :
    InBand V E ↔ |(transfer V E L).trace| ≤ 2 := by
  constructor
  · rintro ⟨ψ, h0, ⟨C, hC⟩, h⟩
    by_contra hcon
    have ht : 2 < |(transfer V E L).trace| := not_le.mp hcon
    have tpos : 0 < |(transfer V E L).trace| := by linarith
    -- each use of the cell recurrence improves the bound by a factor below one
    have hk : ∀ (k : ℕ) (j : ℤ), ‖ψ j‖ ≤ C * (2 / |(transfer V E L).trace|) ^ k := by
      intro k
      induction k with
      | zero => intro j; simpa using hC j
      | succ k ih =>
        intro j
        have e : |(transfer V E L).trace| * ‖ψ j‖ ≤
            2 * (C * (2 / |(transfer V E L).trace|) ^ k) := by
          calc |(transfer V E L).trace| * ‖ψ j‖
              = ‖(((transfer V E L).trace : ℝ) : ℂ) * ψ j‖ := by
                rw [norm_mul, Complex.norm_real, Real.norm_eq_abs]
            _ = ‖ψ (j + L) + ψ (j - L)‖ := by rw [cell_recurrence hV h j]
            _ ≤ _ := (norm_add_le _ _).trans (by linarith [ih (j + L), ih (j - L)])
        calc ‖ψ j‖ ≤ 2 * (C * (2 / |(transfer V E L).trace|) ^ k) /
              |(transfer V E L).trace| := (le_div_iff₀ tpos).2 (by linarith)
          _ = _ := by ring
    have lim := (tendsto_pow_atTop_nhds_zero_of_lt_one
      (div_nonneg zero_le_two tpos.le) ((div_lt_one tpos).2 ht)).const_mul C
    refine h0 (funext fun j => ?_)
    have e := ge_of_tendsto' lim (fun k => hk k j)
    rw [mul_zero] at e
    exact norm_le_zero_iff.mp e
  · intro ht
    obtain ⟨l, u⟩ := abs_le.mp ht
    obtain ⟨ψ, h0, h, hb⟩ := (bloch_dispersion (E := E) hV
      (Real.arccos ((transfer V E L).trace / 2))).2 (by
        rw [Real.cos_arccos (by linarith) (by linarith)]
        ring)
    -- the modulus of a Bloch solution is periodic, so one cell bounds it
    have hper : Function.Periodic (fun j : ℤ => ‖ψ j‖) (L : ℤ) := by
      intro j
      change ‖ψ (j + L)‖ = ‖ψ j‖
      rw [hb, norm_mul, Complex.norm_exp_ofReal_mul_I, one_mul]
    refine ⟨ψ, h0, ⟨∑ i ∈ Finset.range L, ‖ψ (i : ℤ)‖, fun j => ?_⟩, h⟩
    have hpos : 0 ≤ j % (L : ℤ) := Int.emod_nonneg _ (by omega)
    have hlt : j % (L : ℤ) < L := Int.emod_lt_of_pos _ (by omega)
    have e : ‖ψ (j % (L : ℤ) + j / (L : ℤ) * L)‖ = ‖ψ (j % (L : ℤ))‖ :=
      hper.int_mul (j / (L : ℤ)) (j % (L : ℤ))
    rw [show j % (L : ℤ) + j / (L : ℤ) * L = j by linarith [Int.emod_def j (L : ℤ)]] at e
    obtain ⟨n, hn⟩ := Int.eq_ofNat_of_zero_le hpos
    rw [hn] at e hlt
    rw [e]
    exact Finset.single_le_sum (f := fun i : ℕ => ‖ψ (i : ℤ)‖)
      (fun i _ => norm_nonneg _) (Finset.mem_range.2 (by exact_mod_cast hlt))

/-- For a real potential of period two, a real energy `E` admits a nonzero bounded solution
exactly when `(E - V(0)) (E - V(1))` lies between `0` and `4`. -/
theorem inBand_two_site_cell (hV : Function.Periodic V 2) :
    InBand V E ↔ 0 ≤ (E - V 0) * (E - V 1) ∧ (E - V 0) * (E - V 1) ≤ 4 := by
  have ht : (transfer V E 2).trace = (E - V 0) * (E - V 1) - 2 := by
    have h2 : transfer V E 2 = step V E 1 * (step V E 0 * 1) := rfl
    rw [h2, mul_one, Matrix.trace_fin_two]
    simp [step, Matrix.mul_apply, Fin.sum_univ_two]
    ring
  rw [inBand_iff_abs_trace_le_two (L := 2) (by norm_num) (by simpa using hV), ht, abs_le]
  constructor
  · rintro ⟨a, b⟩
    constructor <;> linarith
  · rintro ⟨a, b⟩
    constructor <;> linarith

end

end PeriodicChainBands
```

```lean
#print axioms PeriodicChainBands.inBand_iff_abs_trace_le_two
#print axioms PeriodicChainBands.inBand_two_site_cell
```

```
'PeriodicChainBands.inBand_iff_abs_trace_le_two' depends on axioms: [propext, Classical.choice, Quot.sound]
'PeriodicChainBands.inBand_two_site_cell' depends on axioms: [propext, Classical.choice, Quot.sound]
```

## How the lemmas carry the argument

`transfer_apply` proves propagation from sites $0$ and $-1$ by induction on the number of steps, and `transfer_det` gives determinant one. `solution_eq_zero` spreads two neighbouring zeros by integer induction, upwards and downwards.

`cell_recurrence` applies `transfer_apply` to the solution and to its translate, which `shift` shows to be a solution. Instead of forming $T^{-1}$, it combines the matrix entries with the determinant identity. The facts `h0` and `h1` are $D(0)=0$ and $D(-1)=0$, and `hsol` says that $D$ solves the chain equation. The `linear_combination` steps name the equations to be added and leave the algebra to be checked.

`exists_solution` builds $\varphi$ from two copies of `halfLine`: one for $V$ on the right, and one for the mirrored potential, with a minus sign, on the left. The sign gives $\varphi(-1)=-\varphi(1)$, as the equation at site $0$ requires.

In `bloch_dispersion`, `ν` is $e^{-i\theta}$, and the case split on `hc` separates $\chi=0$ from $\chi\ne0$. In the band theorem, `hk` is the repeated estimate and `lim` sends its bound to zero. The other direction uses `Real.arccos` and bounds the Bloch solution by the sum of its moduli over one cell. The assumption `1 ≤ L` is needed there: a zero period would put no restriction on $V$, while the empty product always has trace $2$.

`inBand_two_site_cell` computes the two-step trace and rewrites the general condition as the product inequality.
